# The inelastic tunnelling phase-space integral and its thermal line shape

Let $x$ be the electron energy measured from the Fermi level in units of $kT$. The Fermi-Dirac occupation is
$$f(x)=\frac{1}{e^x+1}.$$
For a dimensionless energy shift $v$, the phase-space integral for tunnelling from occupied states of one electrode into empty states of the other is
$$R(v)=\int_{-\infty}^{\infty} f(x-v)\,\bigl(1-f(x)\bigr)\,dx .$$
If the bias energy is $V$, the electron loses a quantum $\Omega$, and $T$ now denotes the temperature in energy units (the $kT$ above), then $v=(V-\Omega)/T$, so $v=0$ is the threshold.

The thermal kernel $-f'$ has unit area, and $R(0)=1$. For $v\neq0$,
$$R(v)=\frac{v}{1-e^{-v}},\qquad R''(v)=\frac{e^v\bigl((v-2)e^v+v+2\bigr)}{(e^v-1)^3},$$
and $R''(v)\to 1/6$ as $v\to0$. In inelastic tunnelling spectroscopy, $R''$ is the thermal line shape of a vibrational peak in the second derivative of the current, for a single sharp quantum and for densities of states and matrix elements that depend on neither energy nor bias.

## Derivation from the Fermi function

Since $1-f=e^x/(e^x+1)$, differentiation gives
$$f'(x)=-\frac{e^x}{(e^x+1)^2}=-f(x)\bigl(1-f(x)\bigr).$$
Hence $-f'\ge0$, and its integral is $f(-\infty)-f(\infty)=1$. At $v=0$ the integrand of $R$ is $-f'$, so $R(0)=1$.

For $v\neq0$, put both occupations over a common denominator:
$$f(x-v)-f(x)=\frac{e^x(1-e^{-v})}{(e^{x-v}+1)(e^x+1)}=(1-e^{-v})\,f(x-v)\bigl(1-f(x)\bigr).$$
The left side has the antiderivative
$$G(x)=\ln(e^x+1)-\ln(e^{x-v}+1)=\ln\bigl(e^v+(1-e^v)f(x-v)\bigr).$$
As $x\to-\infty$, $f(x-v)\to1$ and $G\to0$. As $x\to\infty$, $f(x-v)\to0$ and $G\to v$. Dividing by $1-e^{-v}$ gives $R(v)$.

The same antiderivative, before that division, gives a neighbouring result: $\int (f(x-v)-f(x))\,dx=v$ for every real $v$. With a transmission that depends on neither energy nor bias, the net elastic current of non-interacting electrons is therefore linear in bias at any temperature. This identity is not stated as a theorem below.

Now write $R=ve^v/(e^v-1)$. The quotient rule gives
$$R'(v)=\frac{e^v\bigl[(1+v)(e^v-1)-ve^v\bigr]}{(e^v-1)^2}=\frac{e^v(e^v-1-v)}{(e^v-1)^2}.$$
Differentiating again,
$$R''(v)=\frac{e^v\bigl[(2e^v-2-v)(e^v-1)-2e^v(e^v-1-v)\bigr]}{(e^v-1)^3},$$
and the bracket expands to $(v-2)e^v+v+2$.

Near zero, insert $e^v=1+v+v^2/2+v^3/6+O(v^4)$. The terms up to $v^2$ cancel, and the cubic coefficient is $1/2-1/3=1/6$. Since $(e^v-1)/v\to1$,
$$R''(v)=e^v\,\frac{\bigl((v-2)e^v+v+2\bigr)/v^3}{\bigl((e^v-1)/v\bigr)^3}\longrightarrow\frac16 .$$

## Occupation, integral and kernel in Lean

```lean
import Mathlib

open Filter Topology MeasureTheory

namespace InelasticTunnelling

noncomputable section
```

All energies are real numbers. `fermi` is $f$, and `inelasticIntegral` is $R$, defined as the integral itself and not by its closed form.

```lean
/-- Fermi-Dirac occupation at energy `x`, measured from the Fermi level in units of `kT`. -/
def fermi (x : ℝ) : ℝ := 1 / (Real.exp x + 1)

/-- Phase-space integral for tunnelling from occupied states of one electrode, shifted by `v`,
into empty states of the other. -/
def inelasticIntegral (v : ℝ) : ℝ := ∫ x, fermi (x - v) * (1 - fermi x)
```

`inelasticKernel` is the proposed formula for $R''$. Lean's division by zero gives it the value $0$ at $v=0$, so it represents $R''$ only for nonzero $v$.

```lean
/-- Closed form of the thermal line shape in inelastic tunnelling spectroscopy, for `v ≠ 0`. -/
def inelasticKernel (v : ℝ) : ℝ :=
  Real.exp v * ((v - 2) * Real.exp v + v + 2) / (Real.exp v - 1) ^ 3
```

## Unit area of the thermal kernel

The first lemmas give the bounds $0<f<1$, the derivative $f'=-f(1-f)$, continuity, and the limits of $f$ at both ends.

```lean
/-- The occupation lies strictly between zero and one. -/
theorem fermi_bounds (x : ℝ) : 0 < fermi x ∧ fermi x < 1 := by
  have h := Real.exp_pos x
  unfold fermi
  refine ⟨by positivity, ?_⟩
  rw [div_lt_one (by positivity)]
  linarith

/-- The slope of the Fermi function is minus the product of occupied and empty fractions. -/
theorem hasDerivAt_fermi (x : ℝ) : HasDerivAt fermi (-(fermi x * (1 - fermi x))) x := by
  have hp : Real.exp x + 1 ≠ 0 := by positivity
  have h : HasDerivAt fermi
      ((0 * (Real.exp x + 1) - 1 * Real.exp x) / (Real.exp x + 1) ^ 2) x :=
    (hasDerivAt_const x (1 : ℝ)).fun_div ((Real.hasDerivAt_exp x).add_const 1) hp
  refine h.congr_deriv ?_
  unfold fermi
  field_simp
  ring

private theorem continuous_fermi : Continuous fermi :=
  continuous_iff_continuousAt.2 fun x => (hasDerivAt_fermi x).continuousAt

private theorem fermi_top : Tendsto fermi atTop (𝓝 0) := by
  have hf : fermi = fun x => (Real.exp x + 1)⁻¹ := by funext x; simp [fermi]
  rw [hf]
  exact tendsto_inv_atTop_zero.comp
    (tendsto_atTop_add_const_right _ 1 Real.tendsto_exp_atTop)

private theorem fermi_bot : Tendsto fermi atBot (𝓝 1) := by
  have hf : fermi = fun x => (Real.exp x + 1)⁻¹ := by funext x; simp [fermi]
  have h := (Real.tendsto_exp_atBot.add_const 1).inv₀ (by norm_num)
  have e : ((0 : ℝ) + 1)⁻¹ = 1 := by norm_num
  rw [e] at h
  rw [hf]
  exact h
```

The next lemma handles convergence. For a non-negative continuous function with antiderivative $F$, the integral over $[-t,t]$ is $F(t)-F(-t)$. If $F$ has limits at both ends, these integrals converge, which makes the function integrable with the difference of the limits as its integral.

```lean
private theorem integral_of_limits {F f : ℝ → ℝ} {m n : ℝ}
    (hd : ∀ x, HasDerivAt F (f x) x) (hc : Continuous f) (h0 : ∀ x, 0 ≤ f x)
    (hb : Tendsto F atBot (𝓝 m)) (ht : Tendsto F atTop (𝓝 n)) :
    Integrable f ∧ ∫ x, f x = n - m := by
  have hi : Integrable f := by
    refine integrable_of_intervalIntegral_norm_tendsto (a := fun t : ℝ => -t)
      (b := fun t : ℝ => t) (l := atTop) (n - m) (fun t => ?_)
      tendsto_neg_atTop_atBot tendsto_id ?_
    · exact hc.integrableOn_Icc.mono_set Set.Ioc_subset_Icc_self
    · have h : ∀ t : ℝ, ∫ x in (-t)..t, ‖f x‖ = F t - F (-t) := by
        intro t
        have e : (fun x => ‖f x‖) = f :=
          funext fun x => by rw [Real.norm_eq_abs, abs_of_nonneg (h0 x)]
        rw [e]
        exact intervalIntegral.integral_eq_sub_of_hasDerivAt (fun x _ => hd x)
          (hc.intervalIntegrable _ _)
      simp only [h]
      exact ht.sub (hb.comp tendsto_neg_atTop_atBot)
  exact ⟨hi, integral_of_hasDerivAt_of_tendsto hd hi hb ht⟩
```

Applied to $F=-f$, it yields the unit area, and the value at threshold follows.

```lean
/-- The thermal kernel `-f'` is integrable and has unit area. -/
theorem thermal_kernel_integral :
    Integrable (fun x => -deriv fermi x) ∧ ∫ x, -deriv fermi x = 1 := by
  have e : (fun x => -deriv fermi x) = fun x => fermi x * (1 - fermi x) := by
    funext x
    rw [(hasDerivAt_fermi x).deriv, neg_neg]
  rw [e]
  have h := integral_of_limits (F := fun x => -fermi x)
    (f := fun x => fermi x * (1 - fermi x))
    (fun x => (hasDerivAt_fermi x).fun_neg.congr_deriv (neg_neg _))
    (continuous_fermi.mul (continuous_const.sub continuous_fermi))
    (fun x => mul_nonneg (fermi_bounds x).1.le (sub_nonneg.2 (fermi_bounds x).2.le))
    fermi_bot.neg fermi_top.neg
  exact ⟨h.1, h.2.trans (by norm_num)⟩

/-- At `v = 0` the phase-space integral equals one. -/
theorem inelasticIntegral_zero : inelasticIntegral 0 = 1 := by
  rw [← thermal_kernel_integral.2]
  unfold inelasticIntegral
  congr 1
  funext x
  rw [(hasDerivAt_fermi x).deriv, neg_neg, sub_zero]
```

## The closed form away from threshold

The theorem states both convergence and the value, for either sign of $v$. In the proof, `key` is the rewriting of $G$ as a single logarithm; `hb` and `ht` are its limits $0$ and $v$. The derivative check inside the call to `integral_of_limits` is the common-denominator identity.

```lean
/-- For `v ≠ 0` the phase-space integral converges and equals `v / (1 - exp (-v))`. -/
theorem inelasticIntegral_eq {v : ℝ} (hv : v ≠ 0) :
    Integrable (fun x => fermi (x - v) * (1 - fermi x)) ∧
      inelasticIntegral v = v / (1 - Real.exp (-v)) := by
  have hc : 1 - Real.exp (-v) ≠ 0 := by
    intro h
    have h1 : Real.exp (-v) = 1 := by linarith
    rw [Real.exp_eq_one_iff] at h1
    exact hv (neg_eq_zero.1 h1)
  have h1 : ∀ x, HasDerivAt (fun y => Real.log (Real.exp y + 1))
      (Real.exp x / (Real.exp x + 1)) x := fun x =>
    ((Real.hasDerivAt_exp x).add_const 1).log (by positivity)
  -- the antiderivative is the logarithm of an affine function of the occupation
  have key : ∀ x, Real.log (Real.exp x + 1) - Real.log (Real.exp (x - v) + 1)
      = Real.log (Real.exp v + (1 - Real.exp v) * fermi (x - v)) := by
    intro x
    rw [← Real.log_div (by positivity) (by positivity)]
    congr 1
    have he : Real.exp x = Real.exp (x - v) * Real.exp v := by
      rw [← Real.exp_add, sub_add_cancel]
    have hp : Real.exp (x - v) + 1 ≠ 0 := by positivity
    rw [he]
    unfold fermi
    field_simp
    ring
  have st : Tendsto (fun x : ℝ => x - v) atTop atTop :=
    (tendsto_atTop_add_const_right atTop (-v) tendsto_id).congr
      (fun x => by simp [sub_eq_add_neg])
  have sb : Tendsto (fun x : ℝ => x - v) atBot atBot :=
    (tendsto_atBot_add_const_right atBot (-v) tendsto_id).congr
      (fun x => by simp [sub_eq_add_neg])
  have e0 : Real.exp v + (1 - Real.exp v) * 0 = Real.exp v := by ring
  have e1 : Real.exp v + (1 - Real.exp v) * 1 = 1 := by ring
  have ht := (((fermi_top.comp st).const_mul (1 - Real.exp v)).const_add (Real.exp v)).log
    (by rw [e0]; exact Real.exp_ne_zero v)
  have hb := (((fermi_bot.comp sb).const_mul (1 - Real.exp v)).const_add (Real.exp v)).log
    (by rw [e1]; exact one_ne_zero)
  rw [e0, Real.log_exp] at ht
  rw [e1, Real.log_one] at hb
  have h := integral_of_limits (f := fun x => fermi (x - v) * (1 - fermi x))
    (F := fun x => (Real.log (Real.exp x + 1) - Real.log (Real.exp (x - v) + 1))
      / (1 - Real.exp (-v)))
    (fun x => by
      refine (((h1 x).fun_sub ((h1 (x - v)).comp_sub_const x v)).div_const _).congr_deriv ?_
      have he : Real.exp (x - v) = Real.exp x * Real.exp (-v) := by
        rw [← Real.exp_add, ← sub_eq_add_neg]
      have p1 : Real.exp x + 1 ≠ 0 := by positivity
      have p2 : Real.exp x * Real.exp (-v) + 1 ≠ 0 := by positivity
      rw [div_eq_iff hc]
      unfold fermi
      rw [he]
      field_simp
      ring)
    ((continuous_fermi.comp (continuous_id.sub continuous_const)).mul
      (continuous_const.sub continuous_fermi))
    (fun x => mul_nonneg (fermi_bounds _).1.le (sub_nonneg.2 (fermi_bounds x).2.le))
    ((hb.congr fun x => (key x).symm).div_const _)
    ((ht.congr fun x => (key x).symm).div_const _)
  exact ⟨h.1, h.2.trans (by simp)⟩
```

Let $E$ be the electron energy before the loss, measured from the Fermi level of the receiving electrode. Physical units return through the substitution $x=(E-\Omega)/T$, which contributes a factor $T$. The hypotheses are a positive temperature and a bias away from threshold. The integral describes one tunnelling direction with loss of one quantum; absorption, intrinsic linewidth and instrumental broadening are not included.

```lean
/-- For temperature `T > 0` (in energy units), bias `V` and loss of a quantum `Ω ≠ V`, the
phase-space integral over energy equals `(V - Ω) / (1 - exp (-((V - Ω) / T)))`. -/
theorem inelastic_bias_integral {T V Ω : ℝ} (hT : 0 < T) (h : V ≠ Ω) :
    ∫ E, fermi ((E - V) / T) * (1 - fermi ((E - Ω) / T))
      = (V - Ω) / (1 - Real.exp (-((V - Ω) / T))) := by
  let g : ℝ → ℝ := fun x => fermi (x - (V - Ω) / T) * (1 - fermi x)
  have hu : (V - Ω) / T ≠ 0 := div_ne_zero (sub_ne_zero.2 h) hT.ne'
  have hm : T * ((V - Ω) / T) = V - Ω := by field_simp
  calc ∫ E, fermi ((E - V) / T) * (1 - fermi ((E - Ω) / T))
      = ∫ E, g ((E - Ω) / T) := by
        congr 1
        funext E
        have e : (E - V) / T = (E - Ω) / T - (V - Ω) / T := by ring
        simp only [g, e]
    _ = ∫ E, g (E / T) := integral_sub_right_eq_self (fun E => g (E / T)) Ω
    _ = |T| • ∫ x, g x := Measure.integral_comp_div g T
    _ = T * inelasticIntegral ((V - Ω) / T) := by
        rw [abs_of_pos hT, smul_eq_mul]
        rfl
    _ = _ := by rw [(inelasticIntegral_eq hu).2, ← mul_div_assoc, hm]
```

## Detailed balance

Two auxiliary lemmas supply $e^v\neq1$ and the form $R=ve^v/(e^v-1)$. Then $R(-v)=v/(e^v-1)=e^{-v}R(v)$ for $v\neq0$, and the case $v=0$ is immediate. This is the electronic factor in the detailed balance between tunnelling with emission of the quantum and the reverse tunnelling with its absorption; the vibrational occupation is not included.

```lean
private theorem exp_sub_ne {v : ℝ} (hv : v ≠ 0) : Real.exp v - 1 ≠ 0 :=
  sub_ne_zero.2 fun h => hv ((Real.exp_eq_one_iff v).1 h)

private theorem integral_eq' {v : ℝ} (hv : v ≠ 0) :
    inelasticIntegral v = v * Real.exp v / (Real.exp v - 1) := by
  have hE := Real.exp_ne_zero v
  have h1 := exp_sub_ne hv
  have e : 1 - Real.exp (-v) = (Real.exp v - 1) / Real.exp v := by
    rw [Real.exp_neg]
    field_simp
  rw [(inelasticIntegral_eq hv).2, e, div_div_eq_mul_div]

/-- Replacing `v` by `-v` multiplies the phase-space integral by `exp (-v)`. -/
theorem detailed_balance (v : ℝ) :
    inelasticIntegral (-v) = Real.exp (-v) * inelasticIntegral v := by
  by_cases hv : v = 0
  · simp [hv]
  have hE := Real.exp_ne_zero v
  have h1 := exp_sub_ne hv
  have e : 1 - Real.exp v = -(Real.exp v - 1) := by ring
  rw [(inelasticIntegral_eq (neg_ne_zero.2 hv)).2, integral_eq' hv, neg_neg, e,
    neg_div_neg_eq, Real.exp_neg]
  field_simp
```

## Two derivatives

Each proof applies the quotient rule to a closed form that agrees with the function throughout a neighbourhood of the nonzero point $v$. This agreement is what `congr_of_eventuallyEq` uses, and `ring` completes the algebra. The second theorem differentiates `deriv inelasticIntegral`, so the kernel is tied to the original integral.

```lean
/-- First derivative of the phase-space integral for `v ≠ 0`. -/
theorem hasDerivAt_inelasticIntegral {v : ℝ} (hv : v ≠ 0) :
    HasDerivAt inelasticIntegral
      (Real.exp v * (Real.exp v - 1 - v) / (Real.exp v - 1) ^ 2) v := by
  have h := ((hasDerivAt_id' v).fun_mul (Real.hasDerivAt_exp v)).fun_div
    ((Real.hasDerivAt_exp v).sub_const 1) (exp_sub_ne hv)
  refine (h.congr_of_eventuallyEq ?_).congr_deriv ?_
  · filter_upwards [isOpen_ne.mem_nhds hv] with w hw
    exact integral_eq' hw
  · congr 1
    ring

/-- For `v ≠ 0` the second derivative of the phase-space integral is the inelastic
tunnelling kernel. -/
theorem hasDerivAt_deriv_inelasticIntegral {v : ℝ} (hv : v ≠ 0) :
    HasDerivAt (deriv inelasticIntegral) (inelasticKernel v) v := by
  have h1 := exp_sub_ne hv
  have hE := Real.hasDerivAt_exp v
  have h := (hE.fun_mul ((hE.sub_const 1).fun_sub (hasDerivAt_id' v))).fun_div
    ((hE.sub_const 1).fun_pow 2) (pow_ne_zero 2 h1)
  refine (h.congr_of_eventuallyEq ?_).congr_deriv ?_
  · filter_upwards [isOpen_ne.mem_nhds hv] with w hw
    exact (hasDerivAt_inelasticIntegral hw).deriv
  · unfold inelasticKernel
    rw [div_eq_div_iff (pow_ne_zero 2 (pow_ne_zero 2 h1)) (pow_ne_zero 3 h1)]
    push_cast
    ring
```

## The limit at threshold

For $|v|\le1$, the exponential remainder after the cubic term is at most $5v^4/96$. Multiplied by $|v-2|\le3$ and added to the leftover $v^4/6$, it stays below $v^4$, which bounds the error in replacing the numerator by $v^3/6$.

```lean
private theorem numerator_bound {v : ℝ} (hv : |v| ≤ 1) :
    |(v - 2) * Real.exp v + v + 2 - v ^ 3 / 6| ≤ |v| ^ 4 := by
  have hs : ∑ m ∈ Finset.range 4, v ^ m / (m.factorial : ℝ)
      = 1 + v + v ^ 2 / 2 + v ^ 3 / 6 := by
    norm_num [Finset.sum_range_succ, Nat.factorial]
  have h := Real.exp_bound hv (n := 4) (by norm_num)
  rw [hs] at h
  have h' : |Real.exp v - (1 + v + v ^ 2 / 2 + v ^ 3 / 6)| ≤ |v| ^ 4 * (5 / 96) := by
    refine h.trans (le_of_eq ?_)
    congr 1
    norm_num [Nat.factorial]
  have h3 : |v - 2| ≤ 3 := by
    have := abs_le.1 hv
    exact abs_le.2 ⟨by linarith, by linarith⟩
  have hp := mul_le_mul h3 h' (abs_nonneg _) (by norm_num)
  rw [← abs_mul] at hp
  have hq := abs_le.1 hp
  have h4 : |v| ^ 4 = v ^ 4 := by rw [← abs_pow, abs_of_nonneg (by positivity)]
  have h5 : 0 ≤ v ^ 4 := by positivity
  rw [h4] at hq ⊢
  have e : (v - 2) * Real.exp v + v + 2 - v ^ 3 / 6 = v ^ 4 / 6
      + (v - 2) * (Real.exp v - (1 + v + v ^ 2 / 2 + v ^ 3 / 6)) := by ring
  rw [e]
  exact abs_le.2 ⟨by linarith [hq.1], by linarith [hq.2]⟩
```

In the final proof, `hN` is the limit of the numerator divided by $v^3$, obtained by squeezing the error below $|v|$. `hS` is the limit of $(e^v-1)/v$, read from the derivative of the exponential at zero. Their combination is the last displayed formula of the derivation. The filter `𝓝[≠] 0` means that $v$ approaches zero through nonzero values; the theorem gives the limit of $R''$, not its value at threshold.

```lean
/-- The second derivative of the phase-space integral tends to `1/6` as `v` tends to zero. -/
theorem second_derivative_tendsto :
    Tendsto (deriv (deriv inelasticIntegral)) (𝓝[≠] 0) (𝓝 (1 / 6)) := by
  -- the numerator vanishes to third order, with coefficient 1/6
  have hN : Tendsto (fun v : ℝ => ((v - 2) * Real.exp v + v + 2) / v ^ 3)
      (𝓝[≠] 0) (𝓝 (1 / 6)) := by
    have ha := (continuous_abs.tendsto (0 : ℝ)).mono_left
      (nhdsWithin_le_nhds (s := {0}ᶜ))
    rw [abs_zero] at ha
    rw [tendsto_iff_norm_sub_tendsto_zero]
    refine squeeze_zero' (Eventually.of_forall fun v => norm_nonneg _) ?_ ha
    filter_upwards [self_mem_nhdsWithin,
      mem_nhdsWithin_of_mem_nhds (Metric.ball_mem_nhds (0 : ℝ) one_pos)] with v hv hb
    have hv0 : v ≠ 0 := hv
    have hb1 : |v| < 1 := by simpa using hb
    have e : ((v - 2) * Real.exp v + v + 2) / v ^ 3 - 1 / 6
        = ((v - 2) * Real.exp v + v + 2 - v ^ 3 / 6) / v ^ 3 := by
      field_simp
    rw [Real.norm_eq_abs, e, abs_div, abs_pow, div_le_iff₀ (pow_pos (abs_pos.2 hv0) 3)]
    exact (numerator_bound hb1.le).trans (le_of_eq (by ring))
  -- the denominator is the cube of a difference quotient of the exponential
  have hS : Tendsto (fun v : ℝ => (Real.exp v - 1) / v) (𝓝[≠] 0) (𝓝 1) := by
    have h := hasDerivAt_iff_tendsto_slope.1 (Real.hasDerivAt_exp 0)
    rw [Real.exp_zero] at h
    exact h.congr fun v => by simp [slope_def_field]
  have hE := (Real.continuous_exp.tendsto 0).mono_left
    (nhdsWithin_le_nhds (s := {(0 : ℝ)}ᶜ))
  have h := (hE.mul hN).div (hS.pow 3) (by norm_num)
  have e : Real.exp 0 * (1 / 6) / 1 ^ 3 = 1 / 6 := by rw [Real.exp_zero]; norm_num
  rw [e] at h
  refine h.congr' ?_
  filter_upwards [self_mem_nhdsWithin] with v hv
  have hv0 : v ≠ 0 := hv
  have h1 := exp_sub_ne hv0
  rw [(hasDerivAt_deriv_inelasticIntegral hv0).deriv]
  simp only [Pi.div_apply, inelasticKernel]
  field_simp

end

end InelasticTunnelling
```

```lean
#print axioms InelasticTunnelling.inelastic_bias_integral
-- 'InelasticTunnelling.inelastic_bias_integral' depends on axioms: [propext, Classical.choice, Quot.sound]
#print axioms InelasticTunnelling.detailed_balance
-- 'InelasticTunnelling.detailed_balance' depends on axioms: [propext, Classical.choice, Quot.sound]
#print axioms InelasticTunnelling.hasDerivAt_deriv_inelasticIntegral
-- 'InelasticTunnelling.hasDerivAt_deriv_inelasticIntegral' depends on axioms: [propext, Classical.choice, Quot.sound]
#print axioms InelasticTunnelling.second_derivative_tendsto
-- 'InelasticTunnelling.second_derivative_tendsto' depends on axioms: [propext, Classical.choice, Quot.sound]
```
